# Squared coefficients summed over a complete set of orthonormal molecular orbitals overcount an adsorbate orbital that overlaps orthonormal metal orbitals

Q: Which basis functions do you have, and what is fixed about them?

A: There is one normalised adsorbate orbital $\varphi_a$ and a finite set of orthonormal metal orbitals $\varphi_k$, with $k$ in `n`. The basis index type is `Option n`, where `none` is $a$ and `some k` is metal orbital $k$. Everything is real.

```lean
import Mathlib

open Matrix

namespace ProjectedDensityOfStates

noncomputable section

variable {n : Type*} [Fintype n] [DecidableEq n]
```

The overlap matrix $S$ has $S_{aa}=1$, $S_{ak}=S_{ka}=s_k$ and $S_{kl}=\delta_{kl}$.

```lean
/-- Overlap matrix of one normalised adsorbate orbital (`none`) and orthonormal metal
orbitals (`some k`), where `s k` is the overlap of the adsorbate with metal orbital `k`. -/
def overlap (s : n → ℝ) : Matrix (Option n) (Option n) ℝ :=
  Matrix.of fun i j => match i, j with
    | none, none => 1
    | none, some k => s k
    | some k, none => s k
    | some k, some l => if k = l then 1 else 0
```

The strength of the overlap is measured by $\sigma=\sum_k s_k^2$.

```lean
/-- The sum of the squared overlaps of the adsorbate orbital with the metal orbitals. -/
def sigma (s : n → ℝ) : ℝ := ∑ k, s k ^ 2
```

I also need the adsorbate orbital with its metal part removed. Its coefficient vector $r$ has $r_a=1$ and $r_k=-s_k$, and it is not normalised.

```lean
/-- Coefficients of the adsorbate orbital minus its projection on the metal orbitals. -/
def residual (s : n → ℝ) : Option n → ℝ
  | none => 1
  | some k => -s k
```

Q: And the molecular orbitals?

A: They are the columns of a square matrix $C$, so $\psi_j=\sum_i C_{ij}\varphi_i$. The hypothesis `hC` is $C^TSC=1$, which is $S$-orthonormality. Completeness lies in the shape: there are as many orbitals as basis functions. The label $j$ also runs over `Option n`, but there `none` is only a name for one of the orbitals.

Q: What does removing the metal part buy you?

A: A vector on which $S$ acts simply. The adsorbate component of $Sr$ is $1-\sum_k s_k^2=1-\sigma$, and metal component $k$ is $s_k-s_k=0$. Hence $Sr=(1-\sigma)e_a$, where $e_a$ is the unit vector `Pi.single none 1`. Lean checks the two kinds of component separately, after recording that $S$ is symmetric.

```lean
omit [Fintype n] in
/-- The overlap matrix is symmetric. -/
theorem overlap_transpose (s : n → ℝ) : (overlap s)ᵀ = overlap s := by
  ext i j
  cases i <;> cases j <;> simp [overlap, eq_comm]

/-- The adsorbate orbital minus its metal part is orthogonal to every metal orbital, and its
overlap with the adsorbate orbital is `1 - σ`. -/
theorem overlap_mulVec_residual (s : n → ℝ) :
    overlap s *ᵥ residual s = (1 - sigma s) • Pi.single none 1 := by
  ext i
  cases i with
  | none =>
    simp [Matrix.mulVec, dotProduct, Fintype.sum_option, overlap, residual, sigma, pow_two,
      sub_eq_add_neg]
  | some k =>
    simp [Matrix.mulVec, dotProduct, Fintype.sum_option, overlap, residual]
```

Q: Now get me from there to the coefficients.

A: Orthonormality also gives $CC^TS=1$. Apply $CC^T$ to both sides of $Sr=(1-\sigma)e_a$ and read off component $i$:

$$r_i=(1-\sigma)\sum_j C_{ij}C_{aj}.$$

In the proof, `congrArg` applies $CC^T$ and `congrFun` selects the component.

```lean
/-- For a complete set of orbitals (columns of `C`) orthonormal with respect to the overlap,
the products of coefficients with those of the adsorbate, summed over all orbitals and
multiplied by `1 - σ`, give the adsorbate orbital minus its metal part. -/
theorem adsorbate_column {s : n → ℝ} {C : Matrix (Option n) (Option n) ℝ}
    (hC : Cᵀ * overlap s * C = 1) (i : Option n) :
    (1 - sigma s) * ∑ j, C i j * C none j = residual s i := by
  -- completeness: C Cᵀ is a left inverse of the overlap matrix
  have hM : C * Cᵀ * overlap s = 1 := by
    rw [mul_assoc]
    exact mul_eq_one_comm.mp hC
  have h := congrArg (fun v => (C * Cᵀ) *ᵥ v) (overlap_mulVec_residual s)
  simp only [Matrix.mulVec_mulVec, hM, Matrix.one_mulVec, Matrix.mulVec_smul] at h
  have hi := congrFun h i
  simp only [Pi.smul_apply, smul_eq_mul, Matrix.mulVec_single_one, Matrix.col_apply,
    Matrix.mul_apply, Matrix.transpose_apply] at hi
  exact hi.symm
```

Q: You moved from $C^TSC=1$ to $CC^TS=1$ rather quickly.

A: That is the work of `mul_eq_one_comm`: for square real matrices, $AB=1$ holds exactly when $BA=1$. Take $A=C^TS$ and $B=C$. The first product says that the orbitals are orthonormal, the second that they resolve the identity. For a rectangular $C$, such as the occupied orbitals alone, the lemma does not apply, and the second relation fails when orbitals are missing. The preceding `mul_assoc` only moves the brackets so that the lemma fits.

Q: I expected $\sigma<1$ as an assumption.

A: It follows from the existence of $C$. Setting $i=a$ gives $1=(1-\sigma)\sum_j C_{aj}^2$. The sum is non-negative, so $1-\sigma\le 0$ would make the right side at most zero. `nlinarith` finds this contradiction.

```lean
/-- A complete set of orbitals orthonormal with respect to the overlap can exist only if the
squared overlaps sum to less than one. -/
theorem sigma_lt_one {s : n → ℝ} {C : Matrix (Option n) (Option n) ℝ}
    (hC : Cᵀ * overlap s * C = 1) : sigma s < 1 := by
  have h := adsorbate_column hC none
  have h0 : 0 ≤ ∑ j, C none j * C none j :=
    Finset.sum_nonneg fun j _ => mul_self_nonneg _
  simp only [residual] at h
  by_contra hlt
  nlinarith [not_lt.mp hlt]
```

Dividing by $1-\sigma$ gives the sum rule $\sum_j C_{aj}^2=1/(1-\sigma)$.

```lean
/-- Sum rule: over any complete set of orbitals orthonormal with respect to the overlap, the
squared adsorbate coefficients sum to `1 / (1 - σ)`. -/
theorem adsorbate_weight {s : n → ℝ} {C : Matrix (Option n) (Option n) ℝ}
    (hC : Cᵀ * overlap s * C = 1) : ∑ j, C none j ^ 2 = 1 / (1 - sigma s) := by
  have h := adsorbate_column hC none
  have hσ := sigma_lt_one hC
  rw [eq_div_iff (by linarith : (1 - sigma s) ≠ 0)]
  simp only [residual] at h
  simp only [pow_two]
  linarith
```

Q: When is that really more than one?

A: The excess is $\sigma/(1-\sigma)$, which is positive exactly when $\sigma>0$, that is, when some $s_k\neq0$. The Lean condition `s ≠ 0` says the same. With a single metal orbital and $s=1/2$, the sum is $4/3$.

```lean
/-- Over a complete set of orbitals orthonormal with respect to the overlap, the squared
adsorbate coefficients sum to more than one exactly when the adsorbate overlaps the metal. -/
theorem overcounts_iff {s : n → ℝ} {C : Matrix (Option n) (Option n) ℝ}
    (hC : Cᵀ * overlap s * C = 1) : 1 < ∑ j, C none j ^ 2 ↔ s ≠ 0 := by
  have hσ := sigma_lt_one hC
  rw [adsorbate_weight hC, lt_div_iff₀ (by linarith)]
  constructor
  · rintro h rfl
    simp [sigma] at h
  · intro hs
    obtain ⟨k, hk⟩ := Function.ne_iff.mp hs
    have hk' : s k ≠ 0 := hk
    have hpos : 0 < sigma s :=
      Finset.sum_pos' (fun l _ => sq_nonneg (s l)) ⟨k, Finset.mem_univ k, by positivity⟩
    linarith
```

Q: So what is overcounted, electrons or states?

A: States, summed over all levels. The density of states weighted by squared coefficients, $\sum_j C_{aj}^2\,\delta(\varepsilon-E_j)$, with $E_j$ the level energies, integrates to $1/(1-\sigma)$ per spin instead of one. If every level is filled, that is also an electron count. For partial filling, the theorem does not fix the sum over occupied levels.

Q: Do the metal orbitals make up for it by losing weight?

A: No, each metal orbital with $s_k\neq0$ gains too, and the others keep a sum of one. Setting $i=k$ above gives $\sum_j C_{kj}C_{aj}=-s_k/(1-\sigma)$. The diagonal entry $k$ of $CC^TS=1$ reads

$$s_k\sum_j C_{kj}C_{aj}+\sum_j C_{kj}^2=1,$$

so $\sum_j C_{kj}^2=1+s_k^2/(1-\sigma)$. The final `linear_combination` is this rearrangement.

```lean
/-- Over a complete set of orbitals orthonormal with respect to the overlap, the squared
coefficients of metal orbital `k` sum to `1 + s k ^ 2 / (1 - σ)`. -/
theorem metal_weight {s : n → ℝ} {C : Matrix (Option n) (Option n) ℝ}
    (hC : Cᵀ * overlap s * C = 1) (k : n) :
    ∑ j, C (some k) j ^ 2 = 1 + s k ^ 2 / (1 - sigma s) := by
  have hσ : (1 - sigma s) ≠ 0 := by linarith [sigma_lt_one hC]
  have hM : C * Cᵀ * overlap s = 1 := by
    rw [mul_assoc]
    exact mul_eq_one_comm.mp hC
  -- the diagonal metal entry of the completeness relation
  have h := congrFun (congrFun hM (some k)) (some k)
  rw [Matrix.mul_apply, Fintype.sum_option] at h
  simp [overlap] at h
  simp only [Matrix.mul_apply, Matrix.transpose_apply] at h
  have ha : ∑ j, C (some k) j * C none j = -s k / (1 - sigma s) := by
    rw [eq_div_iff hσ, mul_comm]
    exact adsorbate_column hC (some k)
  rw [ha] at h
  simp only [pow_two]
  linear_combination h
```

Q: Then which weights do add up?

A: The squared projections $(SC)_{ij}^2$ do, because $SC(SC)^T=S$ has unit diagonal; that is not formalised here. So do the Mulliken weights $C_{ij}(SC)_{ij}$, which are treated in Lean. Since $S$ is symmetric, $C(SC)^T=CC^TS=1$, and its diagonal entries say that the weights of each basis function sum to one over all orbitals. This concerns the totals and says nothing about the quality of an individual weight.

```lean
/-- Over a complete set of orbitals orthonormal with respect to the overlap, the Mulliken
weights of each basis function sum to exactly one. -/
theorem mulliken_weight {s : n → ℝ} {C : Matrix (Option n) (Option n) ℝ}
    (hC : Cᵀ * overlap s * C = 1) (i : Option n) :
    ∑ j, C i j * (overlap s * C) i j = 1 := by
  have hM : C * (overlap s * C)ᵀ = 1 := by
    rw [Matrix.transpose_mul, overlap_transpose]
    exact mul_eq_one_comm.mp hC
  have h := congrFun (congrFun hM i) i
  rw [Matrix.mul_apply] at h
  simpa only [Matrix.transpose_apply, Matrix.one_apply_eq] using h
```

Q: I still see no Hamiltonian. My orbitals solve $Hc=ESc$.

A: The sum rules hold for them whatever $H$ is, provided that they form a complete set with $C^TSC=1$. The eigenvalue equation, `hH`, is $HC=SC\,\mathrm{diag}(E)$, and it enters with the first energy moment. Multiplying by $C^T$ gives $C^THC=\mathrm{diag}(E)$. Write $u_j=C_{aj}$ for the adsorbate coefficients; the column relation then says $r=(1-\sigma)Cu$, so

$$r^THr=(1-\sigma)^2\,u^TC^THC\,u=(1-\sigma)^2\sum_j E_jC_{aj}^2.$$

The steps `hr`, `hd` and `hq` are these three relations.

```lean
/-- For a complete set of solutions of `H c = E S c`, orthonormal with respect to the overlap `S`,
the level energies weighted by the squared adsorbate coefficients sum to `rᵀ H r / (1 - σ) ^ 2`,
where `r` is the unnormalised coefficient vector `residual s` of the adsorbate orbital minus its
metal part. -/
theorem adsorbate_first_moment {s : n → ℝ} {H C : Matrix (Option n) (Option n) ℝ}
    {E : Option n → ℝ} (hC : Cᵀ * overlap s * C = 1)
    (hH : H * C = overlap s * C * diagonal E) :
    ∑ j, E j * C none j ^ 2 = (residual s ⬝ᵥ H *ᵥ residual s) / (1 - sigma s) ^ 2 := by
  have hσ : (1 - sigma s) ≠ 0 := by linarith [sigma_lt_one hC]
  have hr : residual s = (1 - sigma s) • (C *ᵥ fun j => C none j) := by
    ext i
    exact (adsorbate_column hC i).symm
  -- the Hamiltonian is diagonal in the orbital basis
  have hd : Cᵀ * H * C = diagonal E := by
    rw [mul_assoc, hH, ← mul_assoc, ← mul_assoc, hC, one_mul]
  have hq : (C *ᵥ fun j => C none j) ⬝ᵥ H *ᵥ (C *ᵥ fun j => C none j)
      = ∑ j, E j * C none j ^ 2 := by
    have h1 : (fun j => C none j) ⬝ᵥ (Cᵀ * H * C) *ᵥ (fun j => C none j)
        = (C *ᵥ fun j => C none j) ⬝ᵥ H *ᵥ (C *ᵥ fun j => C none j) := by
      rw [mul_assoc, ← Matrix.mulVec_mulVec, Matrix.dotProduct_mulVec,
        Matrix.vecMul_transpose, ← Matrix.mulVec_mulVec]
    rw [← h1, hd]
    simp only [dotProduct, Matrix.mulVec_diagonal]
    exact Finset.sum_congr rfl fun j _ => by ring
  rw [eq_div_iff (pow_ne_zero 2 hσ), hr]
  simp only [Matrix.mulVec_smul, smul_dotProduct, dotProduct_smul, smul_eq_mul]
  rw [hq]
  ring
```

In terms of the normalised vector $\hat r=r/\sqrt{1-\sigma}$, the moment is $\hat r^TH\hat r/(1-\sigma)$. Dividing by the total weight $1/(1-\sigma)$ gives the band centre $\hat r^TH\hat r$: the energy of the adsorbate orbital after orthogonalisation to the metal, which in general differs from $H_{aa}$ when $s\neq0$.

Q: Could all these hypotheses be empty?

A: No. Whenever $\sigma<1$, take the metal orbitals together with $\hat r$ as the columns of $C$.

```lean
/-- The metal orbitals together with the normalised adsorbate orbital minus its metal part,
as columns of coefficients; meant for `σ < 1`. -/
def schmidtBasis (s : n → ℝ) : Matrix (Option n) (Option n) ℝ :=
  Matrix.of fun i j => match j with
    | none => residual s i / √(1 - sigma s)
    | some k => if i = some k then 1 else 0
```

The metal columns are orthonormal, $Sr=(1-\sigma)e_a$ makes $\hat r$ orthogonal to them, and $\hat r^TS\hat r=r^TSr/(1-\sigma)=1$. For any levels $E$, set $H=SC\,\mathrm{diag}(E)(SC)^T$. Since $(SC)^TC=C^TSC=1$, we get $HC=SC\,\mathrm{diag}(E)$. In Lean, `hT` and `hK` compute the columns of $SC$, `h1` proves orthonormality and `ht` supplies the last cancellation.

```lean
/-- If `σ < 1`, the Schmidt basis `C` is orthonormal with respect to the overlap `S`, and for any
levels `E` it solves `H c = E S c` with the Hamiltonian `H = S C diag(E) (S C)ᵀ`. -/
theorem schmidtBasis_witness (s : n → ℝ) (hσ : sigma s < 1) (E : Option n → ℝ) :
    (schmidtBasis s)ᵀ * overlap s * schmidtBasis s = 1 ∧
    (overlap s * schmidtBasis s * diagonal E * (overlap s * schmidtBasis s)ᵀ) * schmidtBasis s
      = overlap s * schmidtBasis s * diagonal E := by
  have hq : √(1 - sigma s) ≠ 0 := (Real.sqrt_pos.mpr (by linarith)).ne'
  have hqq : √(1 - sigma s) * √(1 - sigma s) = 1 - sigma s :=
    Real.mul_self_sqrt (by linarith)
  -- the two kinds of columns of S C
  have hT : ∀ i, (overlap s * schmidtBasis s) i none
      = if i = none then √(1 - sigma s) else 0 := by
    intro i
    have h : (overlap s * schmidtBasis s) i none
        = (overlap s *ᵥ residual s) i / √(1 - sigma s) := by
      simp only [Matrix.mul_apply, schmidtBasis, Matrix.of_apply, Matrix.mulVec, dotProduct,
        Finset.sum_div, mul_div_assoc]
    rw [h, overlap_mulVec_residual, div_eq_iff hq]
    cases i <;> simp [hqq]
  have hK : ∀ i k, (overlap s * schmidtBasis s) i (some k) = overlap s i (some k) := by
    intro i k
    simp [Matrix.mul_apply, schmidtBasis]
  have h1 : (schmidtBasis s)ᵀ * overlap s * schmidtBasis s = 1 := by
    rw [mul_assoc]
    ext i j
    rw [Matrix.mul_apply, Fintype.sum_option]
    cases i with
    | none =>
      cases j <;> simp only [hT, hK] <;>
        simp [schmidtBasis, residual, overlap, inv_mul_cancel₀ hq]
      ring
    | some k =>
      cases j with
      | none =>
        simp only [hT]
        simp [schmidtBasis]
      | some l =>
        simp only [hK]
        simp [schmidtBasis, overlap, Matrix.one_apply]
        -- the Kronecker delta is symmetric
        by_cases h : l = k
        · simp [h]
        · simp [h, Ne.symm h]
  refine ⟨h1, ?_⟩
  have ht : (overlap s * schmidtBasis s)ᵀ * schmidtBasis s = 1 := by
    rw [Matrix.transpose_mul, overlap_transpose, h1]
  rw [mul_assoc, ht, mul_one]

end

end ProjectedDensityOfStates
```

```lean
#print axioms ProjectedDensityOfStates.overcounts_iff
#print axioms ProjectedDensityOfStates.metal_weight
#print axioms ProjectedDensityOfStates.mulliken_weight
#print axioms ProjectedDensityOfStates.adsorbate_first_moment
```

```
'ProjectedDensityOfStates.overcounts_iff' depends on axioms: [propext, Classical.choice, Quot.sound]
'ProjectedDensityOfStates.metal_weight' depends on axioms: [propext, Classical.choice, Quot.sound]
'ProjectedDensityOfStates.mulliken_weight' depends on axioms: [propext, Classical.choice, Quot.sound]
'ProjectedDensityOfStates.adsorbate_first_moment' depends on axioms: [propext, Classical.choice, Quot.sound]
```

Q: Does the Schmidt basis give me a complete set of solutions for my own symmetric $H$?

A: Not in general. The existence of such a set comes from the usual spectral theorem for a symmetric $H$ and positive definite $S$, which I take from textbook linear algebra; the theorems here start once the set is given.

Q: Where would I meet this in practice?

A: In projected densities of states from calculations with non-orthogonal atom-centred orbitals, if squared coefficients are used as the weights. The formula applies to a finite real model with one adsorbate orbital and orthonormal metal orbitals; several adsorbate orbitals, or metal orbitals that overlap each other, need a different overlap matrix.
